# At fixed positive radii, the angular mean of a natural power r₁₂^k is a finite sum, and r₁₂^(2m) has exactly the Legendre components l ≤ m

I want to treat the distance between two electrons as an actual real function, the square root given by the law of cosines, and not as a series in Legendre polynomials whose convergence I would have to argue separately. With the radii b and s fixed and x the cosine of the angle between the position vectors, that function is

ρ(x) = √(b² + s² − 2bsx).

Two facts about it are used for Hylleraas-type integrals. For a natural number k, the average of ρ^k over x in [−1, 1], which weights all relative directions equally, is a finite sum of products of powers of b and s, even for odd k, where the square root remains. And an even power ρ^(2m) has no Legendre component with l > m, which is the termination of the Perkins expansion. Can both be derived with every step shown, and proved in Lean so that a machine checks them?

## The angular average from an antiderivative

Yes. With ρ as a real square root, both facts are statements about ordinary integrals over [−1, 1], and no series is needed.

Take b ≥ s > 0 and a natural number k. For −1 < x < 1 the radicand is positive, because it equals (b − s)² + 2bs(1 − x). So ρ is differentiable there, with

ρ′(x) = −bs/ρ(x).

The chain rule gives

(ρ^(k+2))′ = (k+2) ρ^(k+1) · (−bs/ρ) = −(k+2) bs ρ^k.

At the end points the electrons are collinear with the nucleus: ρ(1) = b − s and ρ(−1) = b + s. Integrating from −1 to 1 and changing the sign,

(k+2) bs ∫₋₁¹ ρ^k dx = (b+s)^(k+2) − (b−s)^(k+2).

If b = s, the electrons coalesce at x = 1 and the formula for ρ′ fails at that one point. The fundamental theorem of calculus needs only continuity there, so the result still holds.

In the difference of the two binomial expansions the even powers of s cancel and the odd ones double. Writing the odd exponent as 2j+1 and taking out 2bs,

(b+s)^(k+2) − (b−s)^(k+2) = 2bs Σ_j C(k+2, 2j+1) b^(k−2j) s^(2j),

where j runs from 0 to the integer part of (k+1)/2. Division by 2(k+2)bs gives

½ ∫₋₁¹ ρ^k dx = (1/(k+2)) Σ_j C(k+2, 2j+1) b^(k−2j) s^(2j).

For k = 0 the sum has the single term C(2,1) = 2, and the average is 1. For k = 1 it is the mean distance

(1/3)(3b + s²/b) = b + s²/(3b),

which becomes 4b/3 when the radii are equal. With b = 2 and s = 1 it is 2 + 1/6 = 13/6. The antiderivative gives the same number: (3³ − 1³)/(3·2) = 13/3, and half of that is 13/6.

## Why an even power stops at l = m

Now let b and s be any positive radii, in either order. Write W = (x² − 1)^l and let R_l be its l-th derivative. The usual Legendre polynomial is P_l = R_l/(2^l l!), so R_l and P_l are orthogonal to the same functions.

For a polynomial f and j < l, one integration by parts reads

∫₋₁¹ f W^(j+1) dx = [f W^(j)]₋₁¹ − ∫₋₁¹ f′ W^(j) dx,

where W^(j) is the j-th derivative of W. It still contains the factor (x² − 1)^(l−j), with l − j ≥ 1, so the boundary term is zero. After l such steps, with f^(l) the l-th derivative of f,

∫₋₁¹ f R_l dx = (−1)^l ∫₋₁¹ f^(l) (x² − 1)^l dx.

Take f = ρ^(2m) = (b² + s² − 2bsx)^m. Each derivative brings down the current exponent and a factor −2bs. For l ≤ m,

f^(l) = (−2bs)^l · m(m−1)⋯(m−l+1) · ρ^(2(m−l)),

and the sign (−1)^l turns (x² − 1)^l into (1 − x²)^l:

∫₋₁¹ ρ^(2m) R_l dx = (−2bs)^l · m(m−1)⋯(m−l+1) · ∫₋₁¹ ρ^(2(m−l)) (1 − x²)^l dx.

The last integrand is positive inside the interval, and the factors in front are nonzero, so the component does not vanish. For l > m, a polynomial of degree m has been differentiated more than m times, and the result is zero.

For b = 2, s = 1 and m = 1 we have ρ² = 5 − 4x. Against R₁ = 2x the integral is −16/3. Against R₂ = 12x² − 4 it is 5·(8 − 8) = 0, since the odd part drops out.

## What the Lean theorems say

`interDist b s x` is ρ(x), and `rodrigues l` is R_l, defined as an iterated derivative in the polynomial ring ℝ[X].

`average_interDist_pow` is the finite sum. Its hypotheses `0 < s` and `s ≤ b` make b the outer radius. This ordering matters for odd k: with b = 1 and s = 2 the formula for k = 1 would give 7/3, whereas the mean distance is 13/6. The index set `Finset.range ((k + 1) / 2 + 1)` uses natural-number division, which rounds down. The exponent `(k : ℤ) - 2 * j` is an integer because for odd k the last term contains b^(−1); subtraction of natural numbers would turn that exponent into 0.

`perkins_termination` says that, for positive b and s, the integral of ρ^(2m) against R_l is zero if and only if `m < l`. It therefore contains the converse as well: every component up to l = m is present. Were one electron at the nucleus, ρ would be constant in x, and this converse would already fail for m = l = 1.

The full Perkins expansion gives the radial coefficient of every P_l for each integer power k ≥ −1 of r₁₂. Of these coefficients, the theorems evaluate l = 0 for all natural k, and for even k they decide which of the others vanish. They say nothing about l ≥ 1 for odd k. The Coulomb repulsion is the power k = −1, which a natural exponent leaves out.

In Hylleraas and Hylleraas-CI calculations, these facts reduce the angular part of an integral over one natural power of a single r₁₂ to finitely many radial terms when the remaining angular dependence is constant, or, for an even power, a polynomial in x. The average weights all relative directions equally at fixed radii; it is not an expectation value in a correlated state.

```lean
import Mathlib

open Polynomial

namespace PerkinsExpansion

noncomputable section

/-- The distance between two electrons at radii `b` and `s` from the nucleus, when `x` in
`[-1, 1]` is the cosine of the angle between their position vectors. -/
def interDist (b s x : ℝ) : ℝ := √(b ^ 2 + s ^ 2 - 2 * b * s * x)

/-- The Rodrigues polynomial, the `l`-th derivative of `(x² - 1)^l`: a Legendre polynomial
without its normalisation factor. -/
def rodrigues (l : ℕ) : ℝ[X] := derivative^[l] ((X ^ 2 - 1) ^ l)

/-- The law of cosines for the interelectronic distance, for positive radii and `x ≤ 1`. -/
theorem interDist_sq {b s x : ℝ} (hb : 0 < b) (hs : 0 < s) (hx : x ≤ 1) :
    interDist b s x ^ 2 = b ^ 2 + s ^ 2 - 2 * b * s * x := by
  apply Real.sq_sqrt
  nlinarith [sq_nonneg (b - s), mul_nonneg (mul_pos hb hs).le (sub_nonneg.2 hx)]

/-- For positive radii and `x < 1` the two electrons are apart. -/
theorem interDist_pos {b s x : ℝ} (hb : 0 < b) (hs : 0 < s) (hx : x < 1) :
    0 < interDist b s x := by
  apply Real.sqrt_pos.2
  nlinarith [sq_nonneg (b - s), mul_pos (mul_pos hb hs) (sub_pos.2 hx)]

/-- The distance is a continuous function of the angle cosine. -/
theorem continuous_interDist (b s : ℝ) : Continuous fun x => interDist b s x :=
  Real.continuous_sqrt.comp
    (by fun_prop : Continuous fun x : ℝ => b ^ 2 + s ^ 2 - 2 * b * s * x)

/-- The angular integral of a power of the distance in closed form, for radii `b ≥ s > 0`. -/
theorem integral_interDist_pow {b s : ℝ} (hs : 0 < s) (hsb : s ≤ b) (k : ℕ) :
    ((k : ℝ) + 2) * (b * s) * (∫ x in (-1 : ℝ)..1, interDist b s x ^ k) =
      (b + s) ^ (k + 2) - (b - s) ^ (k + 2) := by
  have hb : 0 < b := hs.trans_le hsb
  -- away from coalescence, the power k + 2 is an antiderivative up to a constant
  have hder : ∀ x ∈ Set.Ioo (-1 : ℝ) 1, HasDerivAt (fun y => interDist b s y ^ (k + 2))
      (-(((k : ℝ) + 2) * (b * s)) * interDist b s x ^ k) x := by
    intro x hx
    have hρ := interDist_pos hb hs hx.2
    obtain ⟨d, hd, hder⟩ : ∃ d, d * interDist b s x = -(b * s) ∧
        HasDerivAt (fun y => interDist b s y) d x := by
      have hu : HasDerivAt (fun y : ℝ => b ^ 2 + s ^ 2 - 2 * b * s * y) (-(2 * b * s)) x :=
        (((hasDerivAt_id' x).const_mul (2 * b * s)).const_sub (b ^ 2 + s ^ 2)).congr_deriv
          (by ring)
      refine ⟨-(2 * b * s) / (2 * interDist b s x), ?_, hu.sqrt (Real.sqrt_pos.1 hρ).ne'⟩
      rw [div_mul_eq_mul_div, div_eq_iff (by positivity)]
      ring
    refine (hder.fun_pow (k + 2)).congr_deriv ?_
    rw [show k + 2 - 1 = k + 1 from rfl]
    push_cast
    linear_combination ((k : ℝ) + 2) * interDist b s x ^ k * hd
  have h := intervalIntegral.integral_eq_sub_of_hasDerivAt_of_le (by norm_num : (-1 : ℝ) ≤ 1)
    ((continuous_interDist b s).pow (k + 2)).continuousOn hder
    ((continuous_const.mul ((continuous_interDist b s).pow k)).intervalIntegrable _ _)
  -- the end points are the collinear arrangements
  have h1 : interDist b s 1 = b - s := by
    rw [interDist, show b ^ 2 + s ^ 2 - 2 * b * s * 1 = (b - s) ^ 2 by ring,
      Real.sqrt_sq (sub_nonneg.2 hsb)]
  have h2 : interDist b s (-1) = b + s := by
    rw [interDist, show b ^ 2 + s ^ 2 - 2 * b * s * (-1) = (b + s) ^ 2 by ring,
      Real.sqrt_sq (by positivity)]
  rw [intervalIntegral.integral_const_mul] at h
  simp only [Pi.pow_apply, h1, h2] at h
  linear_combination -h

/-- The binomial expansion of `(b + s)^(k+2) - (b - s)^(k+2)` for `b > 0`: only odd powers of
`s` survive, and `2bs` is taken out as a factor. -/
theorem binomial_odd {b : ℝ} (hb : 0 < b) (s : ℝ) (k : ℕ) :
    (b + s) ^ (k + 2) - (b - s) ^ (k + 2) = 2 * (b * s) *
      ∑ j ∈ Finset.range ((k + 1) / 2 + 1),
        ((k + 2).choose (2 * j + 1) : ℝ) * b ^ ((k : ℤ) - 2 * j) * s ^ (2 * j) := by
  rw [Finset.mul_sum, show b + s = s + b by ring, show b - s = -s + b by ring, add_pow,
    add_pow, ← Finset.sum_sub_distrib]
  symm
  refine Finset.sum_of_injOn (fun j => 2 * j + 1) (fun i _ j _ h => by simpa using h)
    (fun j hj => ?_) (fun i hi h => ?_) (fun j hj => ?_)
  · simp only [Finset.mem_coe, Finset.mem_range] at hj ⊢
    omega
  · have hi' := Finset.mem_range.1 hi
    rcases Nat.even_or_odd' i with ⟨t, rfl | rfl⟩
    · rw [(even_two_mul t).neg_pow, sub_self]
    · exact (h ⟨t, by simp only [Finset.mem_coe, Finset.mem_range]; omega, rfl⟩).elim
  · have hj' := Finset.mem_range.1 hj
    have hp : b ^ (k + 2 - (2 * j + 1)) = b * b ^ ((k : ℤ) - 2 * j) := by
      rw [← zpow_natCast b (k + 2 - (2 * j + 1)), ← zpow_one_add₀ hb.ne']
      congr 1
      omega

    rw [Odd.neg_pow ⟨j, rfl⟩, hp]
    ring

/-- For radii `b ≥ s > 0`, the angular average of any natural power `k` of the interelectronic
distance is a finite sum of products of powers of the two radii. -/
theorem average_interDist_pow {b s : ℝ} (hs : 0 < s) (hsb : s ≤ b) (k : ℕ) :
    (1 / 2) * (∫ x in (-1 : ℝ)..1, interDist b s x ^ k) =
      (∑ j ∈ Finset.range ((k + 1) / 2 + 1),
        ((k + 2).choose (2 * j + 1) : ℝ) * b ^ ((k : ℤ) - 2 * j) * s ^ (2 * j)) / (k + 2) := by
  have hb : 0 < b := hs.trans_le hsb
  have h := integral_interDist_pow hs hsb k
  rw [binomial_odd hb] at h
  rw [eq_div_iff (by positivity)]
  apply mul_left_cancel₀ (mul_pos hb hs).ne'
  linear_combination h / 2

/-- Repeated integration by parts: up to `l` derivatives move from `(x² - 1)^l` to any
polynomial `f` without boundary terms, each with a change of sign. -/
theorem integral_by_parts (l j : ℕ) (hj : j ≤ l) (f : ℝ[X]) :
    ∫ x in (-1 : ℝ)..1, f.eval x * (derivative^[j] ((X ^ 2 - 1 : ℝ[X]) ^ l)).eval x =
      (-1) ^ j * ∫ x in (-1 : ℝ)..1,
        (derivative^[j] f).eval x * ((X ^ 2 - 1 : ℝ[X]) ^ l).eval x := by
  induction j generalizing f with
  | zero => simp
  | succ j ih =>
    -- x² - 1 still divides the j-th derivative, so the boundary values vanish
    have hbd : ∀ x : ℝ, x ^ 2 = 1 →
        (derivative^[j] ((X ^ 2 - 1 : ℝ[X]) ^ l)).eval x = 0 := by
      intro x hx
      obtain ⟨q, hq⟩ := (dvd_pow_self (X ^ 2 - 1 : ℝ[X]) (by omega : l - j ≠ 0)).trans
        (Polynomial.pow_sub_dvd_iterate_derivative_pow _ l j)
      rw [hq, eval_mul, eval_sub, eval_pow, eval_X, eval_one, hx, sub_self, zero_mul]
    have h := intervalIntegral.integral_mul_deriv_eq_deriv_mul (a := (-1 : ℝ)) (b := 1)
      (fun x _ => f.hasDerivAt x)
      (fun x _ => (derivative^[j] ((X ^ 2 - 1 : ℝ[X]) ^ l)).hasDerivAt x)
      ((Polynomial.continuous _).intervalIntegrable _ _)
      ((Polynomial.continuous _).intervalIntegrable _ _)
    rw [hbd 1 (by norm_num), hbd (-1) (by norm_num), mul_zero, mul_zero, sub_zero,
      zero_sub] at h
    rw [Function.iterate_succ_apply' _ j ((X ^ 2 - 1 : ℝ[X]) ^ l),
      Function.iterate_succ_apply _ j f, h, ih (by omega) (derivative f), pow_succ]
    ring

/-- The `l`-th derivative of `(c - d x)^m` carries the factor `(-d)^l m(m-1)⋯(m-l+1)`. -/
theorem iterate_derivative_linear_pow (c d : ℝ) (m l : ℕ) :
    derivative^[l] ((C c - C d * X) ^ m) =
      C ((-d) ^ l * (m.descFactorial l : ℝ)) * (C c - C d * X) ^ (m - l) := by
  induction l with
  | zero => simp
  | succ l ih =>
    have hP : derivative (C c - C d * X) = -C d := by simp
    rw [Function.iterate_succ_apply', ih, derivative_C_mul, derivative_pow, hP,
      Nat.descFactorial_succ, show m - (l + 1) = m - l - 1 by omega, Nat.cast_mul]
    simp only [C_mul, C_pow, C_neg]
    ring

/-- Perkins termination: for positive radii, the even power `2m` of the interelectronic distance
is orthogonal to the Rodrigues polynomial of degree `l` exactly when `l > m`. -/
theorem perkins_termination {b s : ℝ} (hb : 0 < b) (hs : 0 < s) (m l : ℕ) :
    ∫ x in (-1 : ℝ)..1, interDist b s x ^ (2 * m) * (rodrigues l).eval x = 0 ↔ m < l := by
  have hρ : ∀ n : ℕ, ∀ x ∈ Set.uIcc (-1 : ℝ) 1,
      interDist b s x ^ (2 * n) = (b ^ 2 + s ^ 2 - 2 * b * s * x) ^ n := by
    intro n x hx
    rw [Set.uIcc_of_le (by norm_num)] at hx
    rw [pow_mul, interDist_sq hb hs hx.2]
  -- move all l derivatives onto the even power of the distance
  have key : ∫ x in (-1 : ℝ)..1, interDist b s x ^ (2 * m) * (rodrigues l).eval x =
      ((-(2 * b * s)) ^ l * (m.descFactorial l : ℝ)) *
        ∫ x in (-1 : ℝ)..1, interDist b s x ^ (2 * (m - l)) * (1 - x ^ 2) ^ l := by
    have h := integral_by_parts l l le_rfl ((C (b ^ 2 + s ^ 2) - C (2 * b * s) * X) ^ m)
    rw [iterate_derivative_linear_pow] at h
    refine Eq.trans (intervalIntegral.integral_congr fun x hx => ?_) (h.trans ?_)
    · simp only [hρ m x hx, rodrigues, eval_pow, eval_sub, eval_mul, eval_C, eval_X]
    · rw [← intervalIntegral.integral_const_mul, ← intervalIntegral.integral_const_mul]
      refine intervalIntegral.integral_congr fun x hx => ?_
      have hsign : (1 - x ^ 2) ^ l = (-1) ^ l * (x ^ 2 - 1) ^ l := by
        rw [← mul_pow]
        congr 1
        ring
      simp only [hρ (m - l) x hx, hsign, eval_pow, eval_sub, eval_mul, eval_C, eval_X, eval_one]
      ring
  -- the remaining integrand is positive inside the interval
  have hpos : 0 < ∫ x in (-1 : ℝ)..1, interDist b s x ^ (2 * (m - l)) * (1 - x ^ 2) ^ l := by
    apply intervalIntegral.intervalIntegral_pos_of_pos_on
    · exact (((continuous_interDist b s).pow _).mul
        (by fun_prop : Continuous fun x : ℝ => (1 - x ^ 2) ^ l)).intervalIntegrable _ _
    · intro x hx
      have h1 : 0 < 1 - x ^ 2 := by nlinarith [hx.1, hx.2]
      exact mul_pos (pow_pos (interDist_pos hb hs hx.2) _) (pow_pos h1 _)
    · norm_num
  have hd : (-(2 * b * s)) ^ l ≠ 0 := pow_ne_zero _ (neg_ne_zero.2 (by positivity))
  rw [key, mul_eq_zero, or_iff_left hpos.ne', mul_eq_zero, or_iff_right hd, Nat.cast_eq_zero,
    Nat.descFactorial_eq_zero_iff_lt]

end

end PerkinsExpansion
```

```lean
#print axioms PerkinsExpansion.average_interDist_pow
#print axioms PerkinsExpansion.perkins_termination
```

```
'PerkinsExpansion.average_interDist_pow' depends on axioms: [propext, Classical.choice, Quot.sound]
'PerkinsExpansion.perkins_termination' depends on axioms: [propext, Classical.choice, Quot.sound]
```

## From the derivation to the Lean proof

`interDist_sq` and `interDist_pos` supply the law of cosines for x ≤ 1 and the positivity of ρ for x < 1. `continuous_interDist` gives the continuity needed at the end points.

In `integral_interDist_pow`, the step `hder` is the derivative of ρ^(k+2) on the open interval. It first obtains a number d, the derivative of ρ, with d·ρ = −bs, and then applies the power rule. The version of the fundamental theorem used here, `intervalIntegral.integral_eq_sub_of_hasDerivAt_of_le`, asks for continuity on the closed interval and a derivative only inside it, which is how b = s is included. `h1` and `h2` are the two collinear distances.

`binomial_odd` expands both powers with `add_pow`. `Finset.sum_of_injOn` then matches each j with the binomial index 2j+1 and requires the unmatched, even terms to be zero. `average_interDist_pow` combines the two lemmas and cancels the nonzero factor bs.

`integral_by_parts` moves j derivatives, for any j ≤ l, by induction on j with f left general, so that the induction hypothesis can be applied to f′. The vanishing boundary values are `hbd`, which rests on the divisibility of the j-th derivative by (x² − 1)^(l−j). `iterate_derivative_linear_pow` is the formula for f^(l), with the falling factorial written as `m.descFactorial l`.

In `perkins_termination`, `key` is the product formula derived above. It is stated for all l: when l > m the natural-number difference `m - l` is 0, which does no harm because the falling factorial is already zero. `hpos` shows that the remaining integral is positive, and `hd` that the power of −2bs is nonzero. The product can then vanish only through the falling factorial, and `Nat.descFactorial_eq_zero_iff_lt` says that this happens exactly when m < l.
